# Energy and entropy differences from β-derivatives of a free-energy difference, for finite states with temperature-independent energies

A temperature derivative of a free energy needs a decision about what is held fixed, and here each of two states is a finite nonempty set of configurations with energies that do not depend on the inverse temperature β. Under that condition and for β > 0, the β-derivative of β times the free-energy difference is the difference in mean energy, and β² times the β-derivative of the free-energy difference itself is the difference in Gibbs entropy, in units of the Boltzmann constant.

```lean
import Mathlib

open Real Finset

namespace FreeEnergyTemperatureDerivative

noncomputable section

variable {X Y : Type*} [Fintype X] [Fintype Y]

/-- Canonical partition function `Z(β) = ∑ exp(-β U)`. -/
def Z (U : X → ℝ) (β : ℝ) : ℝ := ∑ x, exp (-β * U x)

/-- Boltzmann probability of configuration `x`. -/
def boltz (U : X → ℝ) (β : ℝ) (x : X) : ℝ := exp (-β * U x) / Z U β

/-- Mean energy `⟨U⟩` in the Boltzmann ensemble of `U` at inverse temperature `β`. -/
def meanEnergy (U : X → ℝ) (β : ℝ) : ℝ := ∑ x, boltz U β x * U x

/-- Gibbs entropy `-∑ p ln p` of a distribution `p`, in units of the Boltzmann constant. -/
def gibbsEntropy (p : X → ℝ) : ℝ := -∑ x, p x * log (p x)

/-- Free-energy difference `ΔF(β) = -(1/β) ln (Z₁/Z₀)` between states 1 and 0. -/
def dF (U0 : X → ℝ) (U1 : Y → ℝ) (β : ℝ) : ℝ := -(1 / β) * log (Z U1 β / Z U0 β)

/-- Energy difference `ΔU = ⟨U₁⟩₁ - ⟨U₀⟩₀`, each mean taken in its own ensemble. -/
def dU (U0 : X → ℝ) (U1 : Y → ℝ) (β : ℝ) : ℝ := meanEnergy U1 β - meanEnergy U0 β

/-- Entropy difference `ΔS = S₁ - S₀` of the two Boltzmann distributions. -/
def dS (U0 : X → ℝ) (U1 : Y → ℝ) (β : ℝ) : ℝ :=
  gibbsEntropy (boltz U1 β) - gibbsEntropy (boltz U0 β)

variable [Nonempty X] [Nonempty Y]

/-- The partition function is positive. -/
theorem Z_pos (U : X → ℝ) (β : ℝ) : 0 < Z U β :=
  Finset.sum_pos (fun _ _ => exp_pos _) Finset.univ_nonempty

/-- The derivative of `ln Z` with respect to `β` is minus the mean energy. -/
theorem hasDerivAt_log_Z (U : X → ℝ) (β : ℝ) :
    HasDerivAt (fun b => log (Z U b)) (-meanEnergy U β) β := by
  -- differentiate each Boltzmann factor
  have hx : ∀ x ∈ (univ : Finset X),
      HasDerivAt (fun b => exp (-b * U x)) (exp (-β * U x) * (-1 * U x)) β :=
    fun x _ => ((hasDerivAt_neg' β).mul_const (U x)).exp
  have hZ : HasDerivAt (fun b => Z U b) (∑ x, exp (-β * U x) * (-1 * U x)) β :=
    HasDerivAt.fun_sum hx
  refine (hZ.log (Z_pos U β).ne').congr_deriv ?_
  unfold meanEnergy boltz
  rw [Finset.sum_div, ← Finset.sum_neg_distrib]
  exact Finset.sum_congr rfl fun x _ => by ring

/-- The Gibbs entropy of the Boltzmann distribution is `β ⟨U⟩ + ln Z`. -/
theorem gibbsEntropy_boltz (U : X → ℝ) (β : ℝ) :
    gibbsEntropy (boltz U β) = β * meanEnergy U β + log (Z U β) := by
  have hZ := (Z_pos U β).ne'
  have hsum : ∑ x, boltz U β x = 1 := by
    unfold boltz
    rw [← Finset.sum_div]
    exact div_self hZ
  -- ln p = -β U - ln Z
  have hlog : ∀ x, log (boltz U β x) = -β * U x - log (Z U β) := by
    intro x
    unfold boltz
    rw [log_div (exp_pos _).ne' hZ, log_exp]
  calc gibbsEntropy (boltz U β)
      = ∑ x, (β * (boltz U β x * U x) + boltz U β x * log (Z U β)) := by
        unfold gibbsEntropy
        rw [← Finset.sum_neg_distrib]
        exact Finset.sum_congr rfl fun x _ => by rw [hlog x]; ring
    _ = β * meanEnergy U β + log (Z U β) := by
        rw [Finset.sum_add_distrib, ← Finset.mul_sum, ← Finset.sum_mul, hsum, one_mul]
        rfl

/-- The derivative of `ln (Z₁/Z₀)` with respect to `β` is `-ΔU`. -/
theorem hasDerivAt_log_ratio (U0 : X → ℝ) (U1 : Y → ℝ) (β : ℝ) :
    HasDerivAt (fun b => log (Z U1 b / Z U0 b)) (-dU U0 U1 β) β := by
  have e : (fun b => log (Z U1 b / Z U0 b)) = fun b => log (Z U1 b) - log (Z U0 b) :=
    funext fun b => log_div (Z_pos U1 b).ne' (Z_pos U0 b).ne'
  rw [e]
  refine ((hasDerivAt_log_Z U1 β).fun_sub (hasDerivAt_log_Z U0 β)).congr_deriv ?_
  unfold dU
  ring

/-- Energy-entropy decomposition `ΔF = ΔU - ΔS / β` for `β > 0`. -/
theorem dF_decomposition (U0 : X → ℝ) (U1 : Y → ℝ) {β : ℝ} (hβ : 0 < β) :
    dF U0 U1 β = dU U0 U1 β - dS U0 U1 β / β := by
  have h := hβ.ne'
  unfold dF dU dS
  rw [gibbsEntropy_boltz, gibbsEntropy_boltz, log_div (Z_pos U1 β).ne' (Z_pos U0 β).ne']
  field_simp
  ring

/-- For `β > 0`, `β ΔF` has derivative `ΔU` (Gibbs-Helmholtz relation), `ΔF` has derivative
`ΔS / β²`, and `β²` times the derivative of `ΔF` is `ΔS`. -/
theorem freeEnergy_temperature_derivatives (U0 : X → ℝ) (U1 : Y → ℝ) {β : ℝ} (hβ : 0 < β) :
    HasDerivAt (fun b => b * dF U0 U1 b) (dU U0 U1 β) β ∧
    HasDerivAt (dF U0 U1) (dS U0 U1 β / β ^ 2) β ∧
    β ^ 2 * deriv (dF U0 U1) β = dS U0 U1 β := by
  have h := hβ.ne'
  have hL := hasDerivAt_log_ratio U0 U1 β
  -- near β, the function b ΔF(b) coincides with -ln (Z₁/Z₀)
  have h1 : HasDerivAt (fun b => b * dF U0 U1 b) (dU U0 U1 β) β := by
    have hn : HasDerivAt (fun b => -log (Z U1 b / Z U0 b)) (dU U0 U1 β) β :=
      hL.fun_neg.congr_deriv (neg_neg _)
    refine hn.congr_of_eventuallyEq ?_
    filter_upwards [lt_mem_nhds hβ] with b hb
    have hb' : b ≠ 0 := ne_of_gt hb
    unfold dF
    field_simp
  -- quotient rule, then the entropy formula
  have h2 : HasDerivAt (dF U0 U1) (dS U0 U1 β / β ^ 2) β := by
    have e : dF U0 U1 = fun b => -log (Z U1 b / Z U0 b) / b := by
      funext b
      unfold dF
      ring
    rw [e]
    refine (hL.fun_neg.fun_div (hasDerivAt_id' β) h).congr_deriv ?_
    unfold dS dU
    rw [gibbsEntropy_boltz, gibbsEntropy_boltz, log_div (Z_pos U1 β).ne' (Z_pos U0 β).ne']
    ring
  refine ⟨h1, h2, ?_⟩
  rw [h2.deriv]
  field_simp

/-- With `β = 1/(kT)` and `k, T > 0`, the derivative of `ΔF` with respect to the
temperature is `-k ΔS`. -/
theorem hasDerivAt_dF_temperature (U0 : X → ℝ) (U1 : Y → ℝ) {k T : ℝ} (hk : 0 < k)
    (hT : 0 < T) :
    HasDerivAt (fun t => dF U0 U1 (1 / (k * t))) (-k * dS U0 U1 (1 / (k * T))) T := by
  have hkT : 0 < k * T := mul_pos hk hT
  have hk' := hk.ne'
  have hT' := hT.ne'
  have hβ : 0 < 1 / (k * T) := one_div_pos.mpr hkT
  have hin : HasDerivAt (fun t : ℝ => 1 / (k * t)) (-k / (k * T) ^ 2) T := by
    have hlin : HasDerivAt (fun t : ℝ => k * t) (k * 1) T := (hasDerivAt_id' T).const_mul k
    refine ((hasDerivAt_const T (1 : ℝ)).fun_div hlin hkT.ne').congr_deriv ?_
    ring
  -- chain rule through β(T)
  have hout := (freeEnergy_temperature_derivatives U0 U1 hβ).2.1
  have hc := HasDerivAt.comp T (h₂ := dF U0 U1) (h := fun t : ℝ => 1 / (k * t)) hout hin
  refine HasDerivAt.congr_deriv hc ?_
  generalize dS U0 U1 (1 / (k * T)) = s
  field_simp

/-- The mean energy is a continuous function of `β`. -/
theorem continuous_meanEnergy (U : X → ℝ) : Continuous (meanEnergy U) := by
  have hZ : Continuous (Z U) := by
    unfold Z
    fun_prop
  unfold meanEnergy boltz
  refine continuous_finsetSum _ fun x _ => Continuous.mul ?_ continuous_const
  exact Continuous.div (by fun_prop) hZ fun b => (Z_pos U b).ne'

/-- Integrated Gibbs-Helmholtz relation: for positive `β₁, β₂`, the change of `β ΔF` between
them is the integral of `ΔU` over `β`. -/
theorem integrated_gibbs_helmholtz (U0 : X → ℝ) (U1 : Y → ℝ) {β₁ β₂ : ℝ} (h₁ : 0 < β₁)
    (h₂ : 0 < β₂) :
    β₂ * dF U0 U1 β₂ - β₁ * dF U0 U1 β₁ = ∫ b in β₁..β₂, dU U0 U1 b := by
  have hc : Continuous (dU U0 U1) :=
    (continuous_meanEnergy U1).sub (continuous_meanEnergy U0)
  symm
  refine intervalIntegral.integral_eq_sub_of_hasDerivAt (f := fun b => b * dF U0 U1 b)
    (fun b hb => ?_) (hc.intervalIntegrable _ _)
  -- every β between β₁ and β₂ is positive
  have hb0 : 0 < b := lt_of_lt_of_le (lt_min h₁ h₂) hb.1
  exact (freeEnergy_temperature_derivatives U0 U1 hb0).1

end

end FreeEnergyTemperatureDerivative
```

```lean
#print axioms FreeEnergyTemperatureDerivative.dF_decomposition
-- 'FreeEnergyTemperatureDerivative.dF_decomposition' depends on axioms: [propext, Classical.choice, Quot.sound]
#print axioms FreeEnergyTemperatureDerivative.freeEnergy_temperature_derivatives
-- 'FreeEnergyTemperatureDerivative.freeEnergy_temperature_derivatives' depends on axioms: [propext, Classical.choice, Quot.sound]
#print axioms FreeEnergyTemperatureDerivative.hasDerivAt_dF_temperature
-- 'FreeEnergyTemperatureDerivative.hasDerivAt_dF_temperature' depends on axioms: [propext, Classical.choice, Quot.sound]
#print axioms FreeEnergyTemperatureDerivative.integrated_gibbs_helmholtz
-- 'FreeEnergyTemperatureDerivative.integrated_gibbs_helmholtz' depends on axioms: [propext, Classical.choice, Quot.sound]
```

## The quantities and the four relations

A state is a finite nonempty type of configurations x with an energy function U. For real β, the definitions `Z`, `boltz`, `meanEnergy` and `gibbsEntropy` give

Z(β) = Σₓ exp(−βU(x))

p(x) = exp(−βU(x)) / Z(β)

⟨U⟩ = Σₓ p(x) U(x)

S = −Σₓ p(x) ln p(x)

State 0 has energy U₀ (`U0`) on `X` and state 1 has energy U₁ (`U1`) on `Y`. A subscript 0 or 1 on Z, S or ⟨·⟩ names the state whose Boltzmann weights are used. The definitions `dF`, `dU` and `dS` are

ΔF(β) = −(1/β) ln(Z₁/Z₀)

ΔU(β) = ⟨U₁⟩₁ − ⟨U₀⟩₀

ΔS(β) = S₁ − S₀

For β > 0, `freeEnergy_temperature_derivatives` states that the function b ↦ bΔF(b) is differentiable at β with derivative ΔU(β), that ΔF is differentiable at β with derivative ΔS/β², and that β² times the derivative of ΔF equals ΔS. The expression `HasDerivAt f a β` reads "f is differentiable at β and its derivative there is a". Three further theorems accompany it. `dF_decomposition` gives, for β > 0,

ΔF = ΔU − ΔS/β

`hasDerivAt_dF_temperature` sets β = 1/(kT), with a temperature T > 0 and a constant k > 0, and gives

d/dT ΔF(1/(kT)) = −k ΔS

`integrated_gibbs_helmholtz` gives, for positive β₁ and β₂ in either order,

β₂ΔF(β₂) − β₁ΔF(β₁) = ∫ from β₁ to β₂ of ΔU(b) db

## The physical model and its limits

The types `U0 : X → ℝ` and `U1 : Y → ℝ` carry no β argument, and this is how temperature independence is imposed. It stands for a mechanical energy function or a fixed spectrum, with volume, particle number and all external parameters held constant, so ΔF is a difference of Helmholtz free energies in the canonical ensemble. The relation d(βΔF)/dβ = ΔU is the constant-volume form of the Gibbs–Helmholtz equation, and the constant-pressure form with enthalpy does not appear. The sign convention is state 1 minus state 0 throughout. S is dimensionless, and k, which stands for the Boltzmann constant and may be any positive number, converts it to the thermodynamic entropy kS.

The two configuration sets may differ, and the usual setting of free-energy perturbation, two energy functions on one configuration space, is the case `X = Y`. The sets may be as small as one point each, where S₀ = S₁ = 0 and ΔF equals U₁ − U₀ for every β > 0. The statements concern exact finite sums. Continuous phase space, sampling error and estimators of Z₁/Z₀ are not modelled.

In simulation, an entropy difference can be estimated from values of ΔF at neighbouring temperatures, and for finite states with fixed energies the temperature formula is the exact derivative that such a finite difference approximates, with no error bound given for a finite step. If the configurations label an orthonormal basis of eigenstates of a temperature-independent Hamiltonian on a finite-dimensional space, and U lists the corresponding eigenvalues, the sums are those of the quantum canonical ensemble in the energy basis.

## Two identities for a single state

Each term of Z is positive and there is at least one term, so Z > 0, which is `Z_pos`. Differentiating term by term gives

dZ/dβ = Σₓ (−U(x)) exp(−βU(x))

d ln Z/dβ = (1/Z) dZ/dβ = −Σₓ p(x) U(x) = −⟨U⟩

In `hasDerivAt_log_Z`, `hx` differentiates one exponential, `HasDerivAt.fun_sum` adds the terms to give `hZ`, and `hZ.log` applies the logarithm rule using Z ≠ 0. The last lines move 1/Z and the sign inside the sum.

For the entropy, the weights satisfy Σₓ p(x) = Z/Z = 1 and ln p(x) = −βU(x) − ln Z. Therefore

S = Σₓ p(x) (βU(x) + ln Z) = β⟨U⟩ + ln Z

In `gibbsEntropy_boltz` these two inputs are `hsum` and `hlog`, and the two steps of the `calc` block are the two equalities above. Both single-state results hold for every real β.

## Derivatives of the difference

Write L(β) = ln(Z₁/Z₀) = ln Z₁ − ln Z₀, where splitting the logarithm uses Z₀, Z₁ > 0. Subtracting the single-state identities gives

dL/dβ = −⟨U₁⟩₁ + ⟨U₀⟩₀ = −ΔU

ΔS = βΔU + L

The first line is `hasDerivAt_log_ratio`. Dividing the second by β gives ΔS/β = ΔU + L/β, and since ΔF = −L/β this is the decomposition. `dF_decomposition` rewrites both entropies and clears the denominator with `field_simp`.

For b ≠ 0 one has bΔF(b) = −L(b), so

d(βΔF)/dβ = −dL/dβ = ΔU

Cancelling b against 1/b needs b ≠ 0, so step `h1` works locally. `lt_mem_nhds hβ` says that the positive numbers form a neighbourhood of β, and `congr_of_eventuallyEq` transfers the derivative of −L to a function that agrees with it there. Step `h2` applies the quotient rule, `fun_div`, to −L(b)/b:

dΔF/dβ = (β(−dL/dβ) + L)/β² = (βΔU + L)/β² = ΔS/β²

The final equality comes from rewriting both entropies with `gibbsEntropy_boltz`. `h2.deriv` then evaluates `deriv`, and multiplying by β² gives the third claim.

For the temperature form, `hin` computes dβ/dT = −k/(kT)² = −kβ², and `HasDerivAt.comp` is the chain rule

dΔF/dT = (ΔS/β²)(−kβ²) = −kΔS

The integrated form is the fundamental theorem of calculus applied to bΔF(b), through `intervalIntegral.integral_eq_sub_of_hasDerivAt`. It needs the derivative at every b between β₁ and β₂, and `hb0` supplies b > 0 because b is at least the smaller endpoint. It also needs ΔU to be integrable. `continuous_meanEnergy` shows that ⟨U⟩ is continuous, being a finite sum of terms exp(−βU(x))/Z times U(x) with Z continuous and nonzero, and a continuous function is integrable on a bounded interval.

## Failure for β-dependent energies and at β = 0

The two examples that follow are worked out in ordinary mathematics and are not theorems of the file. Let both states have one configuration, with U₀ = 0 and U₁ = cβ for a constant c ≠ 0. Then Z₀ = 1, Z₁ = exp(−cβ²), ΔF = cβ, ΔU = cβ and ΔS = 0, but

d(βΔF)/dβ = 2cβ ≠ ΔU

β² dΔF/dβ = cβ² ≠ ΔS

Potentials of mean force and implicit-solvent energies are themselves free energies and generally depend on temperature, so the derivative and integrated relations do not apply to them as they stand. The decomposition ΔF = ΔU − ΔS/β involves a single β and still holds with the energies taken at that β, as it does in the example above, but ΔU and ΔS are then only the differences in the mean of U and in the Gibbs entropy over the listed configurations, and in general they differ from d(βΔF)/dβ and β² dΔF/dβ.

For β = 0, let state 0 have one configuration and state 1 two, all with zero energy. Then Z₁/Z₀ = 2 and ΔS = ln 2 at every β, while ΔF = −(ln 2)/β diverges as β approaches 0. In ordinary mathematics ΔF has no derivative at β = 0, so the third claim has no meaning there. In Lean, `deriv` has a real value at every point, and with the factor β² = 0 the claim would read 0 = ln 2, which is false.
